# A valence orbital with core admixture solves the Cohen–Heine equation exactly when its normalised kinetic energy is stationary under further core admixture (finite basis)

## One core orbital and one valence orbital

A valence orbital is orthogonal to the core orbitals. Where the core contains orbitals of the same angular momentum, this makes it oscillate near the nucleus. Adding some core orbital back can smooth it. Smoothness is measured here by the kinetic energy per unit norm: the lower it is, the smoother the orbital. The question is which equation the smoothed orbital obeys.

Take two basis orbitals, with kinetic and potential matrices

$$K=\begin{pmatrix}2&1\\1&2\end{pmatrix},\qquad V=\begin{pmatrix}-5&-1\\-1&-3\end{pmatrix}.$$

Their sum is diagonal, with a core orbital $(1,0)$ at energy $-3$ and a valence orbital $\psi=(0,1)$ at energy $e=-1$. Mixing in an amount $a$ of core gives $x=(a,1)$, whose kinetic energy per unit norm is

$$k(a)=2+\frac{2\,\mathrm{Re}\,a}{1+|a|^2}.$$

It is lowest at $a=-1$, where $k=1$. With $P$ the projector on the core orbital and $x=(-1,1)$,

$$Kx=(-1,1),\quad (1-P)Vx=(0,-2),\quad (e-k)Px=(2,0).$$

The sum is $(1,-1)=e\,x$. The smoothed orbital therefore has the valence energy as its eigenvalue, with $V$ replaced by $(1-P)V+(e-k)P$. At $a=0$, where $k$ is not stationary, the same recipe gives $(1,-1)$ instead of $e\psi=(0,-1)$.

## The equation for any number of core orbitals

Let the columns of $C$ be the core orbitals and $P=CC^\dagger$. Assume that $K$ is Hermitian and that

$$(K+V)C=CE,\quad C^\dagger C=1,\quad (K+V)\psi=e\psi,\quad C^\dagger\psi=0.$$

Here $E$ is a matrix acting among the core orbitals; it is diagonal if they are eigenvectors. For $x=\psi+Ca\neq0$, with $a$ now a vector of coefficients, put $k=\langle x,Kx\rangle/\langle x,x\rangle$. Then $k$ is stationary under all further core admixtures if and only if

$$\big[K+(1-P)V+(e-k)P\big]x=e\,x .$$

This is the theorem `cohen_heine`. Its ingredients read as follows.

- Orbitals are functions `n → ℂ` on a finite index set, that is, coefficients in an orthonormal basis. Operators are matrices, and `Cᴴ` is $C^\dagger$.
- `expectation` is the real part of the unnormalised $\langle x,Ax\rangle$, conjugate-linear in the left slot. `kineticQuotient` divides by $\langle x,x\rangle$ and is the $k$ above.
- `CoreValence` collects the four displayed relations. They are assumed, and express that core and valence orbitals belong to the same one-electron Hamiltonian. The lower-case `e` is the valence energy, which many texts call $E$.
- `IsStationary` says that for every complex vector $b$ the function $t\mapsto k(x+tCb)$ of real $t$ has derivative zero at $t=0$.

Neither Hermiticity of $V$ nor reality of $e$ is required. With no core orbitals at all, both sides of the equivalence are true.

A second theorem, `smoothest_solves`, says that if no core admixture lowers the normalised kinetic energy $k$ of $x$, then $x$ solves the equation. It takes such a minimiser as given.

The equation is one form of the idea of replacing a core by a pseudopotential, here for one electron in a fixed potential and a finite basis. Not covered is the passage from coefficient vectors to wave functions in continuous space, where the kinetic operator is unbounded. The equivalence also gives no estimate of how weak the pseudopotential is; that depends on how much of $Vx$ the core orbitals can represent and on the size of the added term $(e-k)Px$.

## From the first variation to the core condition

For a direction $y$ and real $t$, Hermiticity gives $\langle x,Ky\rangle=\overline{\langle y,Kx\rangle}$, so

$$\langle x+ty,K(x+ty)\rangle=\langle x,Kx\rangle+2t\,\mathrm{Re}\langle y,Kx\rangle+t^2\langle y,Ky\rangle .$$

The norm has the same form with $K$ replaced by $1$. The quotient rule at $t=0$ gives

$$\frac{dk}{dt}=\frac{2\,\mathrm{Re}\langle y,Kx\rangle}{\langle x,x\rangle}-\frac{\langle x,Kx\rangle\,2\,\mathrm{Re}\langle y,x\rangle}{\langle x,x\rangle^2}
=\frac{2\,\mathrm{Re}\langle y,r\rangle}{\langle x,x\rangle},\qquad r=Kx-kx .$$

For $y=Cb$ the numerator is $2\,\mathrm{Re}\langle b,C^\dagger r\rangle$. If it vanishes for every $b$, the choice $b=C^\dagger r$ gives $\|C^\dagger r\|^2=0$. Conversely, $C^\dagger r=0$ makes every such derivative vanish. Stationarity is thus the core condition

$$C^\dagger Kx=k\,C^\dagger x .$$

## From the core condition to the pseudopotential equation

Orthonormality and $C^\dagger\psi=0$ give $C^\dagger x=a$. The Hamiltonian acts as

$$(K+V)x=e\psi+CEa .$$

Applying $C^\dagger$ yields $C^\dagger Kx+C^\dagger Vx=Ea$, hence $PVx=CEa-CC^\dagger Kx$. Therefore

$$\begin{aligned}
&Kx+(1-P)Vx+(e-k)Px-ex\\
&\quad=(e\psi+CEa)-(CEa-CC^\dagger Kx)+(e-k)Ca-e\psi-eCa\\
&\quad=C\,(C^\dagger Kx-k\,C^\dagger x).
\end{aligned}$$

The error in the equation is a pure core vector. It vanishes if the core condition holds. If it vanishes, multiplying by $C^\dagger$ and using $C^\dagger C=1$ returns the core condition. This algebra is valid for any number $k$; only the link to stationarity fixes $k$ as the kinetic energy.

For a minimiser, $t=0$ is a minimum of $k(x+tCb)$ for every $b$, so each derivative is zero and the equation follows.

## Core orbitals of the wrong length

Suppose $C^\dagger C=1$ is omitted and the core column in the two-orbital case is $(2,0)$. The other three relations still hold, and $x=(-1,1)$ is still stationary with $k=1$, now with $a=-\tfrac12$. But $P=CC^\dagger$ has the entry $4$ where a projector has $1$, and the left-hand side of the equation becomes

$$(-1,1)+(-12,-2)+(8,0)=(-5,-1)\neq(1,-1).$$

Mutual orthogonality of the core columns is thus not enough for the equivalence.

## The Lean file

```lean
import Mathlib

open Matrix

namespace CohenHeinePseudopotential

noncomputable section

variable {n c : Type*} [Fintype n] [DecidableEq n] [Fintype c] [DecidableEq c]

/-- The real part of the unnormalised expectation value `⟨x, A x⟩`. -/
def expectation (A : Matrix n n ℂ) (x : n → ℂ) : ℝ := (star x ⬝ᵥ A *ᵥ x).re

/-- For Hermitian `K`, the normalised kinetic energy `⟨x, K x⟩ / ⟨x, x⟩` of an orbital `x ≠ 0`. -/
def kineticQuotient (K : Matrix n n ℂ) (x : n → ℂ) : ℝ :=
  expectation K x / expectation 1 x

/-- The pseudopotential `(1 - P) V + (e - k) P` with `P = C Cᴴ`. -/
def pseudopotential (V : Matrix n n ℂ) (C : Matrix n c ℂ) (e k : ℂ) : Matrix n n ℂ :=
  (1 - C * Cᴴ) * V + (e - k) • (C * Cᴴ)

/-- The normalised kinetic energy of `x` has zero derivative along every admixture `C b`
of core orbitals. -/
def IsStationary (K : Matrix n n ℂ) (C : Matrix n c ℂ) (x : n → ℂ) : Prop :=
  ∀ b : c → ℂ, HasDerivAt (fun t : ℝ => kineticQuotient K (x + (t : ℂ) • (C *ᵥ b))) 0 0

/-- The orthonormal core orbitals `C` span an invariant subspace of `K + V`, and the valence
orbital `ψ` satisfies `(K + V) ψ = e ψ` and is orthogonal to them. -/
structure CoreValence (K V : Matrix n n ℂ) (C : Matrix n c ℂ) (E : Matrix c c ℂ)
    (ψ : n → ℂ) (e : ℂ) : Prop where
  core : (K + V) * C = C * E
  orthonormal : Cᴴ * C = 1
  valence : (K + V) *ᵥ ψ = e • ψ
  orthogonal : Cᴴ *ᵥ ψ = 0

variable {K V : Matrix n n ℂ} {C : Matrix n c ℂ} {E : Matrix c c ℂ} {ψ x : n → ℂ}
  {a : c → ℂ} {e : ℂ}

/-- An orbital with vanishing squared norm is zero. -/
theorem eq_zero_of_norm (h : expectation 1 x = 0) : x = 0 := by
  have key : expectation 1 x = ∑ i, Complex.normSq (x i) := by
    rw [expectation, Matrix.one_mulVec]
    simp only [dotProduct, Complex.re_sum, Pi.star_apply, Complex.star_def, Complex.mul_re,
      Complex.conj_re, Complex.conj_im, Complex.normSq_apply]
    exact Finset.sum_congr rfl (fun i _ => by ring)
  rw [key, Finset.sum_eq_zero_iff_of_nonneg (fun i _ => Complex.normSq_nonneg _)] at h
  exact funext fun i => Complex.normSq_eq_zero.mp (h i (Finset.mem_univ i))

omit [DecidableEq n] in
/-- Along a line `x + t y` the expectation value of a Hermitian matrix is a quadratic
polynomial in the real parameter `t`. -/
theorem expectation_line {A : Matrix n n ℂ} (hA : A.IsHermitian) (x y : n → ℂ) (t : ℝ) :
    expectation A (x + (t : ℂ) • y) =
      expectation A x + 2 * t * (star y ⬝ᵥ A *ᵥ x).re + t ^ 2 * expectation A y := by
  have h : star x ⬝ᵥ A *ᵥ y = star (star y ⬝ᵥ A *ᵥ x) := by
    rw [Matrix.star_dotProduct, Matrix.star_mulVec, hA.eq, ← Matrix.dotProduct_mulVec]
  simp only [expectation, Matrix.mulVec_add, Matrix.mulVec_smul, star_add, star_smul,
    add_dotProduct, dotProduct_add, smul_dotProduct, dotProduct_smul, h, smul_eq_mul,
    Complex.star_def, Complex.conj_ofReal, Complex.add_re, Complex.re_ofReal_mul,
    Complex.conj_re]
  ring

/-- For Hermitian `K` and `x ≠ 0`, the first variation of the normalised kinetic energy `k`
along `y` is `2 Re ⟨y, K x - k x⟩ / ⟨x, x⟩`. -/
theorem hasDerivAt_kineticQuotient (hK : K.IsHermitian) (hx : x ≠ 0) (y : n → ℂ) :
    HasDerivAt (fun t : ℝ => kineticQuotient K (x + (t : ℂ) • y))
      (2 * (star y ⬝ᵥ (K *ᵥ x - (kineticQuotient K x : ℂ) • x)).re / expectation 1 x) 0 := by
  have hD : expectation 1 x ≠ 0 := fun h => hx (eq_zero_of_norm h)
  have hN : expectation K x = kineticQuotient K x * expectation 1 x :=
    (div_mul_cancel₀ _ hD).symm
  have hpoly : ∀ p q r : ℝ,
      HasDerivAt (fun t : ℝ => p + 2 * t * q + t ^ 2 * r) (2 * q) 0 := fun p q r => by
    have h1 := (((hasDerivAt_id' (0 : ℝ)).const_mul 2).mul_const q).const_add p
    have h2 := ((hasDerivAt_id' (0 : ℝ)).fun_pow 2).mul_const r
    exact (h1.fun_add h2).congr_deriv (by simp)
  have hre : (star y ⬝ᵥ (K *ᵥ x - (kineticQuotient K x : ℂ) • x)).re =
      (star y ⬝ᵥ K *ᵥ x).re -
        kineticQuotient K x * (star y ⬝ᵥ (1 : Matrix n n ℂ) *ᵥ x).re := by
    rw [dotProduct_sub, dotProduct_smul, Matrix.one_mulVec, smul_eq_mul, Complex.sub_re,
      Complex.re_ofReal_mul]
  -- the quotient rule for two quadratic polynomials
  have hd := (hpoly (expectation K x) (star y ⬝ᵥ K *ᵥ x).re (expectation K y)).fun_div
    (hpoly (expectation 1 x) (star y ⬝ᵥ (1 : Matrix n n ℂ) *ᵥ x).re (expectation 1 y))
    (by simpa using hD)
  simp only [kineticQuotient, expectation_line hK, expectation_line Matrix.isHermitian_one]
  refine hd.congr_deriv ?_
  change _ = 2 * (star y ⬝ᵥ (K *ᵥ x - (kineticQuotient K x : ℂ) • x)).re / expectation 1 x
  simp only [hre, mul_zero, zero_mul, add_zero, zero_pow two_ne_zero]
  rw [div_eq_div_iff (pow_ne_zero 2 hD) hD, hN]
  ring

/-- For Hermitian `K` and `x ≠ 0`, the normalised kinetic energy `k` is stationary under core
admixtures if and only if `Cᴴ K x = k Cᴴ x`. -/
theorem isStationary_iff (hK : K.IsHermitian) (hx : x ≠ 0) :
    IsStationary K C x ↔ Cᴴ *ᵥ (K *ᵥ x) = (kineticQuotient K x : ℂ) • (Cᴴ *ᵥ x) := by
  obtain ⟨r, hr⟩ : ∃ r, r = K *ᵥ x - (kineticQuotient K x : ℂ) • x := ⟨_, rfl⟩
  have hd : ∀ b : c → ℂ, HasDerivAt
      (fun t : ℝ => kineticQuotient K (x + (t : ℂ) • (C *ᵥ b)))
      (2 * (star b ⬝ᵥ Cᴴ *ᵥ r).re / expectation 1 x) 0 := fun b => by
    have h := hasDerivAt_kineticQuotient hK hx (C *ᵥ b)
    rwa [← hr, Matrix.star_mulVec, ← Matrix.dotProduct_mulVec] at h
  rw [← sub_eq_zero, ← Matrix.mulVec_smul, ← Matrix.mulVec_sub, ← hr]
  constructor
  · intro h
    -- vary along the core residual itself
    have h0 := (hd (Cᴴ *ᵥ r)).unique (h (Cᴴ *ᵥ r))
    rw [div_eq_zero_iff, or_iff_left (fun h => hx (eq_zero_of_norm h))] at h0
    exact eq_zero_of_norm (by rw [expectation, Matrix.one_mulVec]; linarith)
  · exact fun h b => (hd b).congr_deriv (by rw [h]; simp)

/-- For core and valence orbitals as in `CoreValence` and any number `k`, `x = ψ + C a` solves
the pseudopotential equation at `e` if and only if `Cᴴ K x = k Cᴴ x`. -/
theorem pseudo_equation_iff (h : CoreValence K V C E ψ e) (hx : x = ψ + C *ᵥ a) (k : ℂ) :
    (K + pseudopotential V C e k) *ᵥ x = e • x ↔ Cᴴ *ᵥ (K *ᵥ x) = k • (Cᴴ *ᵥ x) := by
  have hCC : ∀ v : c → ℂ, Cᴴ *ᵥ (C *ᵥ v) = v := fun v => by
    rw [Matrix.mulVec_mulVec, h.orthonormal, Matrix.one_mulVec]
  have hHx : K *ᵥ x + V *ᵥ x = e • ψ + C *ᵥ (E *ᵥ a) := by
    rw [← Matrix.add_mulVec, hx, Matrix.mulVec_add, h.valence, Matrix.mulVec_mulVec, h.core,
      ← Matrix.mulVec_mulVec]
  have hCx : Cᴴ *ᵥ x = a := by rw [hx, Matrix.mulVec_add, h.orthogonal, hCC, zero_add]
  have hxe : e • x = e • ψ + e • (C *ᵥ a) := by rw [hx, smul_add]
  have hPH : Cᴴ *ᵥ (K *ᵥ x) + Cᴴ *ᵥ (V *ᵥ x) = E *ᵥ a := by
    rw [← Matrix.mulVec_add, hHx, Matrix.mulVec_add, Matrix.mulVec_smul, h.orthogonal, hCC,
      smul_zero, zero_add]
  have hV : C *ᵥ (Cᴴ *ᵥ (V *ᵥ x)) = C *ᵥ (E *ᵥ a) - C *ᵥ (Cᴴ *ᵥ (K *ᵥ x)) := by
    rw [← hPH, Matrix.mulVec_add]
    abel
  have hexp : (K + pseudopotential V C e k) *ᵥ x =
      K *ᵥ x + ((V *ᵥ x - C *ᵥ (Cᴴ *ᵥ (V *ᵥ x))) + (e - k) • (C *ᵥ (Cᴴ *ᵥ x))) := by
    simp only [pseudopotential, Matrix.add_mulVec, Matrix.sub_mulVec, Matrix.one_mulVec,
      Matrix.smul_mulVec, ← Matrix.mulVec_mulVec]
  -- the residual of the equation is a pure core vector
  have key : (K + pseudopotential V C e k) *ᵥ x - e • x =
      C *ᵥ (Cᴴ *ᵥ (K *ᵥ x) - k • (Cᴴ *ᵥ x)) := by
    rw [hexp, hV, Matrix.mulVec_sub, Matrix.mulVec_smul, hCx]
    linear_combination (norm := module) hHx - hxe
  rw [← sub_eq_zero, key, ← sub_eq_zero (a := Cᴴ *ᵥ (K *ᵥ x))]
  exact ⟨fun h0 => by rw [← hCC (_ - _), h0, Matrix.mulVec_zero],
    fun h0 => by rw [h0, Matrix.mulVec_zero]⟩

/-- Cohen-Heine equation: for Hermitian `K`, orbitals as in `CoreValence` and
`x = ψ + C a ≠ 0`, the normalised kinetic energy `k` of `x` is stationary under core
admixtures if and only if `(K + (1 - P) V + (e - k) P) x = e x`, where `P = C Cᴴ`. -/
theorem cohen_heine (hK : K.IsHermitian) (h : CoreValence K V C E ψ e)
    (hx : x = ψ + C *ᵥ a) (hx0 : x ≠ 0) :
    IsStationary K C x ↔
      (K + pseudopotential V C e (kineticQuotient K x)) *ᵥ x = e • x := by
  rw [isStationary_iff hK hx0, pseudo_equation_iff h hx]

/-- Under the hypotheses of `cohen_heine`, an `x` whose normalised kinetic energy no core
admixture lowers solves the pseudopotential equation at `e`. -/
theorem smoothest_solves (hK : K.IsHermitian) (h : CoreValence K V C E ψ e)
    (hx : x = ψ + C *ᵥ a) (hx0 : x ≠ 0)
    (hmin : ∀ b, kineticQuotient K x ≤ kineticQuotient K (x + C *ᵥ b)) :
    (K + pseudopotential V C e (kineticQuotient K x)) *ᵥ x = e • x := by
  refine (cohen_heine hK h hx hx0).mp fun b => ?_
  have hd := hasDerivAt_kineticQuotient hK hx0 (C *ᵥ b)
  -- the derivative vanishes at a minimum
  refine hd.congr_deriv (IsLocalMin.hasDerivAt_eq_zero ?_ hd)
  exact Filter.Eventually.of_forall fun t => by
    simpa only [Complex.ofReal_zero, zero_smul, add_zero, Matrix.mulVec_smul] using
      hmin ((t : ℂ) • b)

/-- A kinetic matrix coupling three orbitals in a chain. -/
def chainK : Matrix (Fin 3) (Fin 3) ℂ := !![2, 1, 0; 1, 2, 1; 0, 1, 2]

/-- A potential matrix for the three-orbital chain. -/
def chainV : Matrix (Fin 3) (Fin 3) ℂ := !![-5, -1, 0; -1, -3, -1; 0, -1, -2]

/-- The first orbital of the chain, taken as the only core orbital. -/
def chainC : Matrix (Fin 3) (Fin 1) ℂ := !![1; 0; 0]

/-- `chainK` is Hermitian, the chain with valence orbital `ψ = (0, 1, 0)` satisfies `CoreValence`
with `e = -1`, and `x = ψ + C a` with `a = -1` satisfies `Cᴴ K x = k Cᴴ x` with `k = 1`. -/
theorem cohen_heine_witness :
    chainK.IsHermitian ∧ CoreValence chainK chainV chainC !![-3] ![0, 1, 0] (-1) ∧
    chainCᴴ *ᵥ (chainK *ᵥ (![0, 1, 0] + chainC *ᵥ ![-1])) =
      (1 : ℂ) • (chainCᴴ *ᵥ (![0, 1, 0] + chainC *ᵥ ![-1])) := by
  refine ⟨Matrix.IsHermitian.ext fun i j => ?_, ⟨?_, ?_, ?_, ?_⟩, ?_⟩
  · fin_cases i <;> fin_cases j <;> simp [chainK]
  · ext i j
    fin_cases i <;> fin_cases j <;>
      norm_num [chainK, chainV, chainC, Matrix.mul_apply, Fin.sum_univ_succ]
  · ext i j
    fin_cases i
    fin_cases j
    norm_num [chainC, Matrix.mul_apply, Fin.sum_univ_succ]
  · ext i
    fin_cases i <;> norm_num [chainK, chainV, Matrix.mulVec, dotProduct, Fin.sum_univ_succ]
  · ext i
    fin_cases i
    norm_num [chainC, Matrix.mulVec, dotProduct, Fin.sum_univ_succ]
  · ext i
    fin_cases i
    norm_num [chainK, chainC, Matrix.mulVec, dotProduct, Fin.sum_univ_succ, Matrix.vecHead]

end

end CohenHeinePseudopotential
```

```lean
#print axioms CohenHeinePseudopotential.cohen_heine
#print axioms CohenHeinePseudopotential.smoothest_solves
```

```
'CohenHeinePseudopotential.cohen_heine' depends on axioms: [propext, Classical.choice, Quot.sound]
'CohenHeinePseudopotential.smoothest_solves' depends on axioms: [propext, Classical.choice, Quot.sound]
```

## How the lemmas carry the argument

`eq_zero_of_norm` writes $\langle x,x\rangle$ as a sum of squared moduli, so a zero norm forces $x=0$. It serves twice: to keep the denominator of $k$ away from zero, and to conclude $C^\dagger r=0$ from $\|C^\dagger r\|^2=0$.

`expectation_line` is the quadratic expansion; its first step `h` is the conjugation identity from Hermiticity. `hasDerivAt_kineticQuotient` differentiates a general quadratic at zero (`hpoly`), applies the quotient rule through `fun_div`, and brings the result to the form with $r$ by clearing denominators.

In `isStationary_iff`, the forward direction compares two derivatives of the same function along $b=C^\dagger r$: the computed one and the zero supplied by stationarity. Uniqueness of the derivative makes them equal. The backward direction inserts $C^\dagger r=0$ into the formula.

`pseudo_equation_iff` follows the second half of the derivation. `hCx` is $C^\dagger x=a$, `hHx` is the action of the Hamiltonian, `hPH` is its core projection, and `hV` solves for $PVx$. The identity `key` is the pure core error, obtained by `linear_combination` from `hHx` and the expansion `hxe` of $ex$. The last lines use `hCC`, which is $C^\dagger Cv=v$, to remove the outer $C$.

`cohen_heine` chains the two equivalences. `smoothest_solves` obtains the zero derivative from Mathlib's theorem on local minima, applying the hypothesis `hmin` to the admixture $tb$.

`cohen_heine_witness` checks, entry by entry, that a three-orbital chain extending the opening case satisfies the Hermiticity of $K$, all of `CoreValence`, and the core condition with $k=1$. Its $x=(-1,1,0)$ has squared norm $2$ and $\langle x,Kx\rangle=2$, so this $k$ is indeed the normalised kinetic energy.
